# Parent weights sum to $N$ and daughter weights to $n-N$ for an $N$-fermion state in $n$ modes

## A missing parent is easy to overlook

Leave one parent state out of a table of fractional parentage coefficients and the table still looks sensible, while matrix elements built from it can be wrong. A known total weight exposes the loss.

Take $n$ fermionic modes, for instance spin orbitals, with annihilation operators $a_i$ obeying

$$a_ia_j+a_ja_i=0,\qquad a_ia_j^\dagger+a_j^\dagger a_i=\delta_{ij}.$$

Let $\hat N=\sum_i a_i^\dagger a_i$, and let $\psi$ be a unit vector with $\hat N\psi=N\psi$. Its parents have $N-1$ particles, its daughters $N+1$. For $N>0$, the amplitude $\langle\psi,a_i^\dagger\theta\rangle/\sqrt N$ is the uncoupled coefficient of fractional parentage for a normalised parent $\theta$, up to complex conjugation and phase convention.

## Two totals

Let $\theta_p$ be an orthonormal basis with $\hat N\theta_p=m_p\theta_p$. Then

$$\sum_i\sum_{p:\,m_p=N-1}|\langle\psi,a_i^\dagger\theta_p\rangle|^2=N,\qquad
\sum_i\sum_{p:\,m_p=N+1}|\langle\psi,a_i\theta_p\rangle|^2=n-N.$$

This is `parentage_sum_rules`. The operators are elements of `Module.End ℂ E` on a finite-dimensional space, `adjoint (a i)` is $a_i^\dagger$, `CAR a` holds the anticommutation relations, and `Fintype.card ι` is $n$. The inner product is conjugate-linear in its first slot. The particle numbers are real eigenvalues, not assumed to be integers.

Angular-momentum coupling and seniority labels are absent, so these are sum rules for uncoupled amplitudes and not a construction of coupled coefficients. In a finite orbital basis, the two totals are the integrated electron-removal and electron-addition weights of a number eigenstate, interacting or not.

## From norms to weights

Moving the operator across the inner product and using Parseval's identity over the whole basis gives

$$\sum_p|\langle\psi,a_i^\dagger\theta_p\rangle|^2=\sum_p|\langle a_i\psi,\theta_p\rangle|^2=\|a_i\psi\|^2,$$

and likewise $\sum_p|\langle\psi,a_i\theta_p\rangle|^2=\|a_i^\dagger\psi\|^2$. The first total is therefore

$$\sum_i\|a_i\psi\|^2=\langle\psi,\hat N\psi\rangle=N.$$

For each mode,

$$\|a_i\psi\|^2+\|a_i^\dagger\psi\|^2=\langle\psi,(a_i^\dagger a_i+a_ia_i^\dagger)\psi\rangle=1.$$

Summing over $i$ gives $n$, so the second total is $n-N$.

To restrict the sums, compute

$$a_j^\dagger a_ja_i=-a_j^\dagger a_ia_j=a_ia_j^\dagger a_j-\delta_{ij}a_j,$$

and sum over $j$: $\hat Na_i=a_i\hat N-a_i$. If $\hat N\chi=m\chi$, then $\hat Na_i\chi=(m-1)a_i\chi$. Since $\hat N$ is symmetric,

$$(N-m+1)\langle\psi,a_i\chi\rangle=0.$$

Only $m=N+1$ survives. Exchanging the roles of the two states leaves only parents with $N-1$ particles in the first sum.

Finally, applying $a_i^\dagger$ to $a_i\psi=\sum_p\langle\theta_p,a_i\psi\rangle\theta_p$ and summing over $i$ gives an expansion of $N\psi$, which rebuilds the state when $N>0$:

$$N\psi=\sum_i\sum_p\langle a_i^\dagger\theta_p,\psi\rangle\,a_i^\dagger\theta_p.$$

## One particle in two modes

Number the modes 0 and 1, and take $\psi=(3|10\rangle+4|01\rangle)/5$. The parent $|00\rangle$ has amplitudes $3/5$ and $4/5$, with total weight $1=N$. For the daughter, $a_0|11\rangle=|01\rangle$ and $a_1|11\rangle=-|10\rangle$ give $4/5$ and $-3/5$, with total weight $1=2-1$.

In a configuration-interaction code, apply every $a_i$ to the normalised state vector and add the squared norms: the result should be $N$. With a stored list of orthonormal parents, a smaller total reveals missing weight. A wrong sign in an amplitude passes unnoticed.

## The Lean file

```lean
import Mathlib

open scoped InnerProductSpace
open LinearMap (adjoint)

namespace FractionalParentage

noncomputable section

variable {ι κ E : Type*} [Fintype ι] [DecidableEq ι] [Fintype κ]
  [NormedAddCommGroup E] [InnerProductSpace ℂ E] [FiniteDimensional ℂ E]

/-- The canonical anticommutation relations for annihilation operators `a i`
and their adjoints, the creation operators. -/
structure CAR (a : ι → Module.End ℂ E) : Prop where
  anti : ∀ i j, a i * a j + a j * a i = 0
  mixed : ∀ i j, a i * adjoint (a j) + adjoint (a j) * a i = if i = j then 1 else 0

omit [DecidableEq ι] in
/-- The particle-number operator, the sum of `a i† a i` over all modes. -/
def numberOp (a : ι → Module.End ℂ E) : Module.End ℂ E :=
  ∑ i, adjoint (a i) * a i

/-- Under the anticommutation relations an annihilation operator lowers the particle
number by one: `N̂ a i = a i N̂ - a i`. -/
theorem numberOp_mul {a : ι → Module.End ℂ E} (h : CAR a) (i : ι) :
    numberOp a * a i = a i * numberOp a - a i := by
  have key : ∀ j, adjoint (a j) * a j * a i
      = a i * (adjoint (a j) * a j) - if i = j then a j else 0 := by
    intro j
    have h3 : (if i = j then a j else 0)
        = (if i = j then (1 : Module.End ℂ E) else 0) * a j := by
      split_ifs <;> simp
    have h4 : adjoint (a j) * (a j * a i + a i * a j) = 0 := by
      rw [h.anti j i, mul_zero]
    rw [h3, ← h.mixed i j, ← sub_eq_zero, ← h4]
    noncomm_ring
  rw [numberOp, Finset.sum_mul, Finset.sum_congr rfl (fun j _ => key j),
    Finset.sum_sub_distrib, ← Finset.mul_sum]
  simp

/-- Selection rule: under the anticommutation relations, `a i` has no matrix element between
states with particle numbers `N` and `m` unless `m = N + 1`. -/
theorem selection_rule {a : ι → Module.End ℂ E} (h : CAR a) (i : ι) {ψ χ : E} {N m : ℝ}
    (hψ : numberOp a ψ = (N : ℂ) • ψ) (hχ : numberOp a χ = (m : ℂ) • χ)
    (hne : m ≠ N + 1) : ⟪ψ, a i χ⟫_ℂ = 0 := by
  have h1 : numberOp a (a i χ) = ((m : ℂ) - 1) • a i χ := by
    have h0 := LinearMap.congr_fun (numberOp_mul h i) χ
    simp only [Module.End.mul_apply, LinearMap.sub_apply, hχ, map_smul] at h0
    rw [h0]
    module
  -- the number operator is symmetric, so it may act on either side
  have h2 : ⟪numberOp a ψ, a i χ⟫_ℂ = ⟪ψ, numberOp a (a i χ)⟫_ℂ := by
    simp only [numberOp, LinearMap.sum_apply, sum_inner, inner_sum, Module.End.mul_apply,
      LinearMap.adjoint_inner_left, LinearMap.adjoint_inner_right]
  rw [hψ, h1, inner_smul_left, inner_smul_right, Complex.conj_ofReal] at h2
  have h3 : ((N - (m - 1) : ℝ) : ℂ) * ⟪ψ, a i χ⟫_ℂ = 0 := by
    push_cast
    linear_combination h2
  exact (mul_eq_zero.mp h3).resolve_left
    (Complex.ofReal_ne_zero.mpr fun h0 => hne (by linarith))

omit [DecidableEq ι] in
/-- For a unit vector with particle number `N` and any orthonormal basis, the squared
amplitudes `|⟨ψ, a i† θ p⟩|²` add up to `N`. -/
theorem sum_parents (a : ι → Module.End ℂ E) {ψ : E} {N : ℝ} (hψ : ‖ψ‖ = 1)
    (hN : numberOp a ψ = (N : ℂ) • ψ) (θ : OrthonormalBasis κ ℂ E) :
    ∑ i, ∑ p, ‖⟪ψ, adjoint (a i) (θ p)⟫_ℂ‖ ^ 2 = N := by
  simp only [LinearMap.adjoint_inner_right, OrthonormalBasis.sum_sq_norm_inner_left]
  have hsq : ∀ x : E, ((‖x‖ ^ 2 : ℝ) : ℂ) = ⟪x, x⟫_ℂ := fun x => by
    exact_mod_cast (inner_self_eq_norm_sq_to_K (𝕜 := ℂ) x).symm
  -- the remaining sum is the expectation value of the number operator
  have h1 : ((∑ i, ‖a i ψ‖ ^ 2 : ℝ) : ℂ) = ⟪ψ, numberOp a ψ⟫_ℂ := by
    rw [Complex.ofReal_sum]
    simp only [hsq, numberOp, LinearMap.sum_apply, inner_sum, Module.End.mul_apply,
      LinearMap.adjoint_inner_right]
  rw [hN, inner_smul_right, ← hsq, hψ, one_pow, Complex.ofReal_one, mul_one] at h1
  exact Complex.ofReal_injective h1

omit [Fintype ι] in
/-- Under the anticommutation relations, the weights for removing a particle from a mode
and for adding one to it sum to the squared norm of the state. -/
theorem removal_add_addition {a : ι → Module.End ℂ E} (h : CAR a) (i : ι) (ψ : E) :
    ‖a i ψ‖ ^ 2 + ‖adjoint (a i) ψ‖ ^ 2 = ‖ψ‖ ^ 2 := by
  have hsq : ∀ x : E, ((‖x‖ ^ 2 : ℝ) : ℂ) = ⟪x, x⟫_ℂ := fun x => by
    exact_mod_cast (inner_self_eq_norm_sq_to_K (𝕜 := ℂ) x).symm
  have h1 : a i (adjoint (a i) ψ) + adjoint (a i) (a i ψ) = ψ := by
    have h0 := LinearMap.congr_fun (h.mixed i i) ψ
    rw [if_pos rfl] at h0
    exact h0
  have h2 : ⟪ψ, a i (adjoint (a i) ψ) + adjoint (a i) (a i ψ)⟫_ℂ = ⟪ψ, ψ⟫_ℂ := by rw [h1]
  rw [inner_add_right, LinearMap.adjoint_inner_right, ← LinearMap.adjoint_inner_left,
    ← hsq, ← hsq, ← hsq, ← Complex.ofReal_add] at h2
  linarith [Complex.ofReal_injective h2]

/-- Under the anticommutation relations for `n` modes, for a unit vector with particle
number `N` and any orthonormal basis, the `|⟨ψ, a i θ p⟩|²` add up to `n - N`. -/
theorem sum_daughters {a : ι → Module.End ℂ E} (h : CAR a) {ψ : E} {N : ℝ} (hψ : ‖ψ‖ = 1)
    (hN : numberOp a ψ = (N : ℂ) • ψ) (θ : OrthonormalBasis κ ℂ E) :
    ∑ i, ∑ p, ‖⟪ψ, a i (θ p)⟫_ℂ‖ ^ 2 = Fintype.card ι - N := by
  have h1 := sum_parents a hψ hN θ
  simp only [LinearMap.adjoint_inner_right, OrthonormalBasis.sum_sq_norm_inner_left] at h1
  simp only [← LinearMap.adjoint_inner_left, OrthonormalBasis.sum_sq_norm_inner_left]
  have h2 : ∑ i, (‖a i ψ‖ ^ 2 + ‖adjoint (a i) ψ‖ ^ 2) = (Fintype.card ι : ℝ) := by
    simp [removal_add_addition h, hψ]
  rw [Finset.sum_add_distrib] at h2
  linarith

/-- Sum rules of fractional parentage: let `n` modes obey the anticommutation relations, `ψ` be
a unit vector with particle number `N`, and `θ` an orthonormal basis of number eigenstates.
The parents with `N - 1` particles carry total weight `N`, the daughters with `N + 1`
particles total weight `n - N`. -/
theorem parentage_sum_rules {a : ι → Module.End ℂ E} (h : CAR a) {ψ : E} {N : ℝ}
    (hψ : ‖ψ‖ = 1) (hN : numberOp a ψ = (N : ℂ) • ψ) (θ : OrthonormalBasis κ ℂ E)
    (m : κ → ℝ) (hm : ∀ p, numberOp a (θ p) = (m p : ℂ) • θ p) :
    ∑ i, ∑ p with m p = N - 1, ‖⟪ψ, adjoint (a i) (θ p)⟫_ℂ‖ ^ 2 = N ∧
    ∑ i, ∑ p with m p = N + 1, ‖⟪ψ, a i (θ p)⟫_ℂ‖ ^ 2 = Fintype.card ι - N := by
  -- the selection rule removes every other basis state from the full sums
  constructor
  · refine Eq.trans ?_ (sum_parents a hψ hN θ)
    refine Finset.sum_congr rfl fun i _ => Finset.sum_filter_of_ne fun p _ hp => ?_
    by_contra hne
    have z := selection_rule h i (hm p) hN (fun h0 => hne (by linarith))
    apply hp
    rw [LinearMap.adjoint_inner_right, inner_eq_zero_symm.mp z]
    simp
  · refine Eq.trans ?_ (sum_daughters h hψ hN θ)
    refine Finset.sum_congr rfl fun i _ => Finset.sum_filter_of_ne fun p _ hp => ?_
    by_contra hne
    apply hp
    rw [selection_rule h i hN (hm p) hne]
    simp

omit [DecidableEq ι] in
/-- For a vector `ψ` with particle number `N`, `N ψ` is the sum of `⟨a i† θ p, ψ⟩ a i† θ p` over all
modes and any orthonormal basis. -/
theorem parentage_expansion (a : ι → Module.End ℂ E) {ψ : E} {N : ℝ}
    (hN : numberOp a ψ = (N : ℂ) • ψ) (θ : OrthonormalBasis κ ℂ E) :
    (N : ℂ) • ψ = ∑ i, ∑ p, ⟪adjoint (a i) (θ p), ψ⟫_ℂ • adjoint (a i) (θ p) := by
  rw [← hN, numberOp, LinearMap.sum_apply]
  refine Finset.sum_congr rfl fun i _ => ?_
  calc adjoint (a i) (a i ψ)
      = adjoint (a i) (∑ p, ⟪θ p, a i ψ⟫_ℂ • θ p) := by rw [θ.sum_repr']
    _ = _ := by simp only [map_sum, map_smul, LinearMap.adjoint_inner_left]

/-- Annihilation matrices of two fermionic modes in the basis `|00⟩, |01⟩, |10⟩, |11⟩`. -/
def twoMode : Fin 2 → Matrix (Fin 4) (Fin 4) ℂ :=
  ![!![0, 0, 1, 0; 0, 0, 0, 1; 0, 0, 0, 0; 0, 0, 0, 0],
    !![0, 1, 0, 0; 0, 0, 0, 0; 0, 0, 0, -1; 0, 0, 0, 0]]

/-- The two-mode matrices, acting on `ℂ⁴`, obey the anticommutation relations. -/
theorem car_witness : CAR (fun i => (Matrix.toEuclideanLin (twoMode i) :
    Module.End ℂ (EuclideanSpace ℂ (Fin 4)))) := by
  let L : Matrix (Fin 4) (Fin 4) ℂ → Module.End ℂ (EuclideanSpace ℂ (Fin 4)) :=
    fun A => Matrix.toEuclideanLin A
  have hmul : ∀ A B, L A * L B = L (A * B) := fun A B => LinearMap.ext fun v => by
    change WithLp.toLp 2 (Matrix.mulVec A (Matrix.mulVec B v.ofLp))
      = WithLp.toLp 2 (Matrix.mulVec (A * B) v.ofLp)
    rw [Matrix.mulVec_mulVec]
  have hadd : ∀ A B, L A + L B = L (A + B) := fun A B =>
    (map_add Matrix.toEuclideanLin A B).symm
  have hzero : L 0 = 0 := map_zero Matrix.toEuclideanLin
  have hone : L 1 = 1 := LinearMap.ext fun v => by
    change WithLp.toLp 2 (Matrix.mulVec 1 v.ofLp) = v
    rw [Matrix.one_mulVec]
  have hadj : ∀ A, adjoint (L A) = L A.conjTranspose := fun A =>
    (Matrix.toEuclideanLin_conjTranspose_eq_adjoint A).symm
  refine ⟨fun i j => ?_, fun i j => ?_⟩
  · change L (twoMode i) * L (twoMode j) + L (twoMode j) * L (twoMode i) = 0
    rw [hmul, hmul, hadd, ← hzero]
    congr 1
    ext k l
    fin_cases i <;> fin_cases j <;> fin_cases k <;> fin_cases l <;>
      simp [twoMode]
  · change L (twoMode i) * adjoint (L (twoMode j)) + adjoint (L (twoMode j)) * L (twoMode i) = _
    have hM : twoMode i * (twoMode j).conjTranspose + (twoMode j).conjTranspose * twoMode i
        = if i = j then 1 else 0 := by
      ext k l
      simp only [Matrix.add_apply, Matrix.mul_apply, Matrix.conjTranspose_apply,
        Fin.sum_univ_four]
      fin_cases i <;> fin_cases j <;> fin_cases k <;> fin_cases l <;>
        simp [twoMode]
    rw [hadj, hmul, hmul, hadd, hM]
    split_ifs
    · exact hone
    · exact hzero

end

end FractionalParentage
```

```lean
#print axioms FractionalParentage.parentage_sum_rules
-- 'FractionalParentage.parentage_sum_rules' depends on axioms: [propext, Classical.choice, Quot.sound]
#print axioms FractionalParentage.parentage_expansion
-- 'FractionalParentage.parentage_expansion' depends on axioms: [propext, Classical.choice, Quot.sound]
```

## How the lemmas fit together

`sum_parents` rewrites with the adjoint and Parseval, then identifies the sum of norms with the expectation value of $\hat N$. It needs no anticommutation relations, and neither does `parentage_expansion`, which inserts the basis expansion of $a_i\psi$.

`removal_add_addition` takes the expectation value of the mixed relation at $i=j$; `sum_daughters` sums it over modes and subtracts the parent total.

In `numberOp_mul`, `key` is the commutation step for one $j$, with `noncomm_ring` handling the operator products. `selection_rule` lets $\hat N$ act on either side and cancels the nonzero factor $N-m+1$. In `parentage_sum_rules`, `Finset.sum_filter_of_ne` uses that rule to discard the vanishing terms from the full sums.

`car_witness` confirms that the matrices of the two-mode example satisfy `CAR`: it translates operator products and adjoints into matrix ones, then checks every entry by `fin_cases`.
